# For b > 0, the damping factor exp(−b/(1−x)) overcomes every pole in 1−x as x rises to 1

The lemma says that an exponential damping factor wins over an algebraic divergence of any order. For a fixed real b > 0 and a fixed natural number N, the product (1−x)^(−N) · exp(−b/(1−x)) tends to 0 as the real variable x approaches 1 from below. This is a statement about a real function alone, and no particular physical system is assumed. The proof sets s = 1/(1−x), shows that s tends to +∞, and applies the known limit y^N · exp(−y) → 0 with y = bs, multiplying by the constant b^(−N) to recover the stated product.

An attempt in Lean 4 with a fault in it:

```lean
import Mathlib

open Filter Topology Set

namespace ExpBeatsPole

noncomputable section

/-- For `b > 0`, the factor `exp(-b/(1-x))` suppresses every inverse power of `1-x`
as `x` tends to 1 from below. -/
theorem exp_beats_pole {b : ℝ} (hb : 0 < b) (N : ℕ) :
    Tendsto (fun x : ℝ => ((1 - x)⁻¹) ^ N * Real.exp (-b * (1 - x)⁻¹)) (𝓝[<] 1) (𝓝 0) := by
  have h1 : Tendsto (fun x : ℝ => 1 - x) (𝓝 1) (𝓝 0) :=
    Continuous.tendsto' (by fun_prop) 1 0 (by norm_num)
  have h2 : Tendsto (fun x : ℝ => 1 - x) (𝓝[<] 1) (𝓝[>] 0) := by
    refine tendsto_nhdsWithin_iff.2 ⟨h1.mono_left nhdsWithin_le_nhds, ?_⟩
    filter_upwards [self_mem_nhdsWithin] with x hx
    exact sub_pos.2 hx
  have hs : Tendsto (fun x : ℝ => (1 - x)⁻¹) (𝓝[<] 1) atTop :=
    tendsto_inv_nhdsGT_zero.comp h2
  have h3 := ((Real.tendsto_pow_mul_exp_neg_atTop_nhds_zero N).comp
    (hs.const_mul_atTop hb)).const_mul ((b ^ N)⁻¹)
  rw [mul_zero] at h3
  refine h3.congr fun x => ?_
  simp only [Function.comp_apply, mul_pow, neg_mul]
  generalize (1 - x)⁻¹ = s
  rw [← mul_assoc, ← mul_assoc, inv_mul_cancel₀ (pow_ne_zero _ hb.ne'), one_mul]

end

end ExpBeatsPole
```

Messages:

```
Main.lean:18:20: error: Application type mismatch: The argument
  hx
has type
  x ∈ Iio 1
but is expected to have type
  ?m.172 < ?m.171
in the application
  sub_pos.mpr hx
```

What went wrong. The error arises in showing that 1−x is positive when x is below 1. The hypothesis `hx` has type `x ∈ Iio 1`, which means `x < 1` by definition but is written as set membership. `sub_pos.2` expects an inequality, and the message shows both sides of that inequality still undetermined, as `?m.172 < ?m.171`. Lean did not unfold the membership to match this open pattern, so it rejected `hx`.

The repair first states `hx1 : x < 1 := hx`. Here the target is fully specified, and Lean accepts `hx` by unfolding the definition of `Iio`. `sub_pos.2 hx1` then receives a real inequality and gives `0 < 1 - x`, which is recorded as `hpos`. Finally, `exact hpos` closes the goal that 1−x lies in `Ioi 0`, which is the same inequality by definition. The message calls only for the restated hypothesis; naming `hpos` spells out the result, and nothing shows that this was needed as well.

As a diff, the version that Lean accepts:

```diff
@@ -16,5 +16,7 @@
     refine tendsto_nhdsWithin_iff.2 ⟨h1.mono_left nhdsWithin_le_nhds, ?_⟩
     filter_upwards [self_mem_nhdsWithin] with x hx
-    exact sub_pos.2 hx
+    have hx1 : x < 1 := hx
+    have hpos : 0 < 1 - x := sub_pos.2 hx1
+    exact hpos
   have hs : Tendsto (fun x : ℝ => (1 - x)⁻¹) (𝓝[<] 1) atTop :=
     tendsto_inv_nhdsGT_zero.comp h2
```
